# With design entries between −1 and 1, a least-squares fit of p magnetic parameters to m configurations has noise amplification at least p/m

Exchange couplings of a magnetic material are often obtained from total energies. One computes the energy of several spin arrangements, writes each energy as a reference energy plus couplings times products of spins, and fits the unknowns by least squares. Each computed energy carries an error, from incomplete convergence for example, and the fit passes these errors on to the couplings. How strongly it does so depends on which arrangements were chosen.

Let there be m configurations, labelled i, and p ≥ 1 fitted parameters, labelled j. The design matrix X has the entry X_ij multiplying parameter j in the energy of configuration i. All parameters, including the reference energy, are collected in one vector J, and the energy errors in a vector e, so the computed energies are XJ + e. The columns of X are assumed linearly independent, meaning that the configurations can tell the parameters apart.

The entries are assumed to satisfy |X_ij| ≤ 1. This holds for the constant 1 of the reference energy, for products of Ising spins ±1 and for cosines of angles between classical spins. If several equivalent bonds share one coupling, their sum can exceed 1. Dividing that column by the number of bonds restores the condition, and the fitted parameter is then the coupling times that number.

The noise amplification is N = tr (XᵀX)⁻¹. If the energy errors are uncorrelated, with zero mean and common variance σ², the expected squared errors of the fitted parameters add up to σ²N. The claim is

N ≥ p/m, with equality exactly when XᵀX = m·1,

where 1 in the matrix equation is the identity. A design that reaches the bound has mutually orthogonal columns, each of squared length m. Such a design does not exist for every m and p. For m = 3 and p = 2, the squared length 3 forces all entries to be ±1, and two columns of three signs are never orthogonal.

## Completing the square around the transposed design matrix

If XᵀXv = 0 for some vector v, then |Xv|² = vᵀXᵀXv = 0, so Xv = 0, and independence of the columns gives v = 0. Hence XᵀX is invertible, and the least-squares fit is the matrix

F = (XᵀX)⁻¹Xᵀ, with FX = 1.

Applied to the computed energies it gives F(XJ + e) = J + Fe, the true parameters plus the transmitted errors. Moreover,

FFᵀ = FX((XᵀX)⁻¹)ᵀ = ((XᵀX)⁻¹)ᵀ.

The trace of this equation is Σ F_ji² = N, with the sum over all i and j. Also Σ F_ji X_ij = tr(FX) = p. For any real number c, expanding the square therefore gives

Σ (F_ji − cX_ij)² = N − 2cp + c² Σ X_ij².

There is at least one configuration, since a nonempty set of columns without entries cannot be independent. So c = 1/m is allowed. Because Σ X_ij² ≤ pm,

0 ≤ Σ (F_ji − X_ij/m)² ≤ N − 2p/m + p/m = N − p/m.

This is the bound. If N = p/m, every square vanishes, so F = Xᵀ/m, and FX = 1 becomes XᵀX = m·1. Conversely, XᵀX = m·1 gives (XᵀX)⁻¹ = 1/m times the identity, whose trace is p/m.

## Sign matrices and multiples of four

Suppose all entries are ±1, p ≥ 3, and the bound is reached. Take three different columns a, b, c, where c is now a label. For each configuration i,

(X_ia + X_ib)(X_ia + X_ic) = 1 + X_ia X_ic + X_ia X_ib + X_ib X_ic.

The left side is 4 if the three signs agree and 0 otherwise. Summed over i, the three products on the right vanish by orthogonality, leaving m. So m is four times the number of configurations in which the signs agree.

## The fit and its noise in Lean

The finite types `C` and `P` hold the configurations and the parameters, so m is `Fintype.card C` and p is `Fintype.card P`.

```lean
import Mathlib

open Matrix

namespace MagneticConfigurationDesign

noncomputable section

variable {C P : Type*} [Fintype C] [Fintype P] [DecidableEq P]
```

The matrix F is `fit X`, with the parameter index first: F_ji is `fit X j i`.

```lean
/-- The least-squares fit as a matrix acting on the energies of the configurations,
for a design matrix `X` (configurations by parameters) with `Xᵀ * X` invertible. -/
def fit (X : Matrix C P ℝ) : Matrix P C ℝ := (Xᵀ * X)⁻¹ * Xᵀ
```

The number N is `noise X`. Lean assigns the inverse 0 to a singular matrix, so this number has its intended meaning only when XᵀX is invertible.

```lean
/-- The noise amplification of the least-squares fit, the trace of the inverse of `Xᵀ * X`,
for a design matrix `X` with `Xᵀ * X` invertible. -/
def noise (X : Matrix C P ℝ) : ℝ := ((Xᵀ * X)⁻¹).trace
```

The hypothesis `hX` in the next theorem says that the columns, read as functions of the configuration, are linearly independent. The proof assumes a zero determinant, obtains a nonzero null vector `v` of XᵀX, and shows through |Xv|² = 0 that it is a null vector of X, which contradicts `hX`.

```lean
/-- If the columns of the design matrix are linearly independent, the fit is a left inverse
of the design matrix. -/
theorem fit_mul {X : Matrix C P ℝ}
    (hX : LinearIndependent ℝ (fun (j : P) (i : C) => X i j)) : fit X * X = 1 := by
  have hdet : (Xᵀ * X).det ≠ 0 := by
    intro h0
    obtain ⟨v, hv, h⟩ := Matrix.exists_mulVec_eq_zero_iff.mpr h0
    -- a null vector of `Xᵀ * X` is a null vector of `X`
    have h1 : (X *ᵥ v) ⬝ᵥ (X *ᵥ v) = 0 := by
      rw [Matrix.dotProduct_mulVec, ← Matrix.mulVec_transpose, Matrix.mulVec_mulVec, h,
        zero_dotProduct]
    have h2 : X *ᵥ v = 0 := dotProduct_self_eq_zero.mp h1
    apply hv
    funext j
    refine Fintype.linearIndependent_iff.mp hX v ?_ j
    ext i
    have h3 := congrFun h2 i
    simpa [Matrix.mulVec, dotProduct, mul_comm] using h3
  rw [fit, Matrix.mul_assoc]
  exact Matrix.nonsing_inv_mul _ (isUnit_iff_ne_zero.mpr hdet)
```

The recovery of the parameters follows by distributing F over the sum. The error vector `e` is arbitrary, so it may also contain the part of the true energy that the spin model misses. The step from here to a real calculation is statistical: reading σ²N as the sum of the parameter variances rests on the assumption of uncorrelated errors of equal variance made above, and the theorems contain no probability.

```lean
/-- For linearly independent columns, fitting energies `X *ᵥ J + e` with errors `e` returns the
true parameters `J` plus the fit applied to the errors. -/
theorem fit_energies {X : Matrix C P ℝ}
    (hX : LinearIndependent ℝ (fun (j : P) (i : C) => X i j)) (J : P → ℝ) (e : C → ℝ) :
    fit X *ᵥ (X *ᵥ J + e) = J + fit X *ᵥ e := by
  rw [Matrix.mulVec_add, Matrix.mulVec_mulVec, fit_mul hX, Matrix.one_mulVec]
```

The next theorem writes N as the sum of squared responses. Its intermediate result `h` is the formula for FFᵀ, and taking the trace finishes the proof.

```lean
/-- For linearly independent columns, the noise amplification is the sum of the squared responses
of all fitted parameters to the errors of all energies. -/
theorem noise_eq_sum_sq {X : Matrix C P ℝ}
    (hX : LinearIndependent ℝ (fun (j : P) (i : C) => X i j)) :
    noise X = ∑ j, ∑ i, fit X j i ^ 2 := by
  have ht : (fit X)ᵀ = X * ((Xᵀ * X)⁻¹)ᵀ := by
    rw [fit, Matrix.transpose_mul, Matrix.transpose_transpose]
  have h : fit X * (fit X)ᵀ = ((Xᵀ * X)⁻¹)ᵀ := by
    rw [ht, ← Matrix.mul_assoc, fit_mul hX, Matrix.one_mul]
  rw [noise, ← Matrix.trace_transpose, ← h]
  simp only [Matrix.trace, Matrix.diag_apply, Matrix.mul_apply, Matrix.transpose_apply, sq]
```

## The bound and its equality case

The completed square is an identity for every real `c`. In its proof, `h1` reads off the diagonal entries of FX = 1, and `h2` expands the square for one parameter at a time. Summing over the parameters turns the ones into p.

```lean
/-- For linearly independent columns, the squared distance between the fit and `c` times the
transposed design matrix is the noise amplification, minus `2 * c` times the number of parameters,
plus `c ^ 2` times the sum of the squared entries of `X`. -/
theorem sq_distance {X : Matrix C P ℝ}
    (hX : LinearIndependent ℝ (fun (j : P) (i : C) => X i j)) (c : ℝ) :
    ∑ j, ∑ i, (fit X j i - c * X i j) ^ 2 =
      noise X - 2 * c * Fintype.card P + c ^ 2 * ∑ j, ∑ i, X i j ^ 2 := by
  have h1 : ∀ j, ∑ i, fit X j i * X i j = 1 := fun j => by
    have h := congrFun (congrFun (fit_mul hX) j) j
    rwa [Matrix.mul_apply, Matrix.one_apply_eq] at h
  have h2 : ∀ j, ∑ i, (fit X j i - c * X i j) ^ 2 =
      ∑ i, fit X j i ^ 2 - 2 * c * ∑ i, fit X j i * X i j + c ^ 2 * ∑ i, X i j ^ 2 := fun j => by
    rw [Finset.mul_sum, Finset.mul_sum, ← Finset.sum_sub_distrib, ← Finset.sum_add_distrib]
    exact Finset.sum_congr rfl fun i _ => by ring
  rw [noise_eq_sum_sq hX]
  simp only [h2, h1, Finset.sum_add_distrib, Finset.sum_sub_distrib, ← Finset.mul_sum,
    Finset.sum_const, Finset.card_univ, nsmul_eq_mul]
  ring
```

The converse half of the equality case needs no bound on the entries, and the independence of the columns follows from XᵀX = m·1 with m ≥ 1. The proof exhibits the inverse of XᵀX and takes its trace.

```lean
/-- If `Xᵀ * X` is the number of configurations times the identity, and there is at least one
configuration, the noise amplification is the number of parameters per configuration. -/
theorem noise_of_orthogonal [Nonempty C] {X : Matrix C P ℝ}
    (h : Xᵀ * X = (Fintype.card C : ℝ) • (1 : Matrix P P ℝ)) :
    noise X = Fintype.card P / Fintype.card C := by
  have hN : (Fintype.card C : ℝ) ≠ 0 := Nat.cast_ne_zero.mpr Fintype.card_ne_zero
  have hinv : (Xᵀ * X)⁻¹ = (Fintype.card C : ℝ)⁻¹ • (1 : Matrix P P ℝ) :=
    Matrix.inv_eq_right_inv (by
      rw [h, Matrix.smul_mul, Matrix.one_mul, smul_smul, mul_inv_cancel₀ hN, one_smul])
  rw [noise, hinv, Matrix.trace_smul, Matrix.trace_one, smul_eq_mul, div_eq_inv_mul]
```

The main theorem joins the inequality and the equivalence. `[Nonempty P]` is p ≥ 1, and `hb` is the bound on the entries. The proof first derives m ≥ 1. Then `hS` bounds the sum of squared entries by pm, `key` is the completed square at c = 1/m, and `linarith` combines them with the nonnegativity `hQ`. At equality, `hQ0` says that the total of the squares is zero, and `hf` concludes entry by entry that F = Xᵀ/m.

```lean
/-- For at least one parameter, linearly independent columns and entries between -1 and 1, the
noise amplification is at least the number of parameters per configuration, with equality exactly
when `Xᵀ * X` is the number of configurations times the identity. -/
theorem noise_bound [Nonempty P] {X : Matrix C P ℝ}
    (hX : LinearIndependent ℝ (fun (j : P) (i : C) => X i j)) (hb : ∀ i j, |X i j| ≤ 1) :
    (Fintype.card P : ℝ) / Fintype.card C ≤ noise X ∧
      (noise X = Fintype.card P / Fintype.card C ↔
        Xᵀ * X = (Fintype.card C : ℝ) • (1 : Matrix P P ℝ)) := by
  -- independent columns need at least one configuration
  have hC : Nonempty C := by
    rcases isEmpty_or_nonempty C with h | h
    · obtain ⟨j⟩ := ‹Nonempty P›
      have h1 := congrFun (congrFun (fit_mul hX) j) j
      rw [Matrix.mul_apply, Matrix.one_apply_eq] at h1
      simp at h1
    · exact h
  have hN : (0 : ℝ) < Fintype.card C := Nat.cast_pos.mpr Fintype.card_pos
  have hS : ∑ j, ∑ i, X i j ^ 2 ≤ (Fintype.card P : ℝ) * Fintype.card C := by
    calc ∑ j, ∑ i, X i j ^ 2 ≤ ∑ _j : P, ∑ _i : C, (1 : ℝ) :=
          Finset.sum_le_sum fun j _ => Finset.sum_le_sum fun i _ =>
            (sq_le_one_iff_abs_le_one _).mpr (hb i j)
      _ = (Fintype.card P : ℝ) * Fintype.card C := by simp
  have hS' : ((Fintype.card C : ℝ)⁻¹) ^ 2 * ∑ j, ∑ i, X i j ^ 2 ≤
      (Fintype.card P : ℝ) / Fintype.card C := by
    refine (mul_le_mul_of_nonneg_left hS (sq_nonneg _)).trans (le_of_eq ?_)
    field_simp
  have key := sq_distance hX (Fintype.card C : ℝ)⁻¹
  have hdiv : (Fintype.card P : ℝ) / Fintype.card C =
      (Fintype.card C : ℝ)⁻¹ * Fintype.card P := div_eq_inv_mul _ _
  have hin : ∀ j, 0 ≤ ∑ i, (fit X j i - (Fintype.card C : ℝ)⁻¹ * X i j) ^ 2 :=
    fun j => Finset.sum_nonneg fun i _ => sq_nonneg _
  have hQ := Finset.sum_nonneg fun j (_ : j ∈ Finset.univ) => hin j
  refine ⟨by linarith, fun heq => ?_, noise_of_orthogonal⟩
  -- at equality the distance vanishes, so the fit is the rescaled transpose
  have hQ0 : ∑ j, ∑ i, (fit X j i - (Fintype.card C : ℝ)⁻¹ * X i j) ^ 2 = 0 :=
    le_antisymm (by linarith) hQ
  have hf : fit X = (Fintype.card C : ℝ)⁻¹ • Xᵀ := by
    ext j i
    have h1 := (Finset.sum_eq_zero_iff_of_nonneg fun j _ => hin j).mp hQ0 j (Finset.mem_univ j)
    have h2 := (Finset.sum_eq_zero_iff_of_nonneg fun i _ => sq_nonneg _).mp h1 i
      (Finset.mem_univ i)
    have h3 := (pow_eq_zero_iff two_ne_zero).mp h2
    simp only [Matrix.smul_apply, Matrix.transpose_apply, smul_eq_mul]
    linarith
  have h1 := fit_mul hX
  rw [hf, Matrix.smul_mul] at h1
  rw [← h1, smul_smul, mul_inv_cancel₀ hN.ne', one_smul]
```

The comparison runs over all matrices with bounded entries at fixed m and p. For a particular lattice and set of couplings, the available spin configurations may not include a design that reaches p/m.

For collinear spins with one bond per coupling the entries are ±1, and the bound applies directly.

```lean
/-- The bound and its equality case for a design matrix with entries 1 or -1, linearly independent
columns and at least one parameter. -/
theorem noise_bound_sign [Nonempty P] {X : Matrix C P ℝ}
    (hX : LinearIndependent ℝ (fun (j : P) (i : C) => X i j))
    (hs : ∀ i j, X i j = 1 ∨ X i j = -1) :
    (Fintype.card P : ℝ) / Fintype.card C ≤ noise X ∧
      (noise X = Fintype.card P / Fintype.card C ↔
        Xᵀ * X = (Fintype.card C : ℝ) • (1 : Matrix P P ℝ)) :=
  noise_bound hX fun i j => by rcases hs i j with h | h <;> simp [h]
```

The divisibility theorem gives a necessary condition on m. In its proof `horth` is the orthogonality of different columns, `hterm` checks the eight sign patterns, and `hexp` is the expansion of the product, using X_ia² = 1. Summation gives m as four times a natural number.

```lean
/-- With entries 1 or -1, linearly independent columns and at least three parameters, the noise
amplification equals the number of parameters per configuration only if the number of configurations
is a multiple of four. -/
theorem four_dvd_of_optimal {X : Matrix C P ℝ}
    (hX : LinearIndependent ℝ (fun (j : P) (i : C) => X i j))
    (hs : ∀ i j, X i j = 1 ∨ X i j = -1) (hP : 2 < Fintype.card P)
    (hopt : noise X = Fintype.card P / Fintype.card C) : 4 ∣ Fintype.card C := by
  have hne : Nonempty P := Fintype.card_pos_iff.mp (by omega)
  have hG := (noise_bound_sign hX hs).2.mp hopt
  obtain ⟨a, b, c, hab, hac, hbc⟩ := Fintype.two_lt_card_iff.mp hP
  have horth : ∀ j k, j ≠ k → ∑ i, X i j * X i k = 0 := fun j k hjk => by
    have h := congrFun (congrFun hG j) k
    simpa [Matrix.mul_apply, Matrix.one_apply_ne hjk] using h
  -- for each configuration the following product is four times a natural number
  have hterm : ∀ i, ∃ n : ℕ, (X i a + X i b) * (X i a + X i c) = 4 * (n : ℝ) := fun i => by
    rcases hs i a with h1 | h1 <;> rcases hs i b with h2 | h2 <;>
      rcases hs i c with h3 | h3 <;> rw [h1, h2, h3]
    -- the contribution is 4 exactly when the three signs agree
    exacts [⟨1, by norm_num⟩, ⟨0, by norm_num⟩, ⟨0, by norm_num⟩, ⟨0, by norm_num⟩,
      ⟨0, by norm_num⟩, ⟨0, by norm_num⟩, ⟨0, by norm_num⟩, ⟨1, by norm_num⟩]
  choose n hn using hterm
  have hexp : ∀ i, 4 * (n i : ℝ) = 1 + X i a * X i c + X i a * X i b + X i b * X i c := fun i => by
    have h1 : X i a * X i a = 1 := by rcases hs i a with h | h <;> rw [h] <;> norm_num
    rw [← hn i]
    linear_combination h1
  have hsum : (Fintype.card C : ℝ) = 4 * ∑ i, (n i : ℝ) := by
    rw [Finset.mul_sum, Finset.sum_congr rfl fun i _ => hexp i, Finset.sum_add_distrib,
      Finset.sum_add_distrib, Finset.sum_add_distrib, horth a c hac, horth a b hab, horth b c hbc]
    simp
  exact ⟨∑ i, n i, by exact_mod_cast hsum⟩
```

## An Ising triangle in four configurations

Three Ising spins sit on a triangle with three different couplings. The first configuration has all spins up, and each of the others reverses one spin. Lean counts from zero, so row `k` of `spins` reverses spin k − 1 when k ≥ 1.

```lean
/-- Four configurations of three Ising spins: all up, and each single spin reversed. -/
def spins : Matrix (Fin 4) (Fin 3) ℝ :=
  Matrix.of fun k s => if k.val = s.val + 1 then -1 else 1
```

The columns of the design matrix belong to the reference energy and to the bonds 0–1, 1–2 and 2–0. The couplings are the coefficients of the spin products, each bond counted once. A convention with a minus sign in front of the couplings would flip columns and leave N unchanged.

```lean
/-- The design matrix of an Ising triangle in these configurations, for a reference energy and
three independent bond couplings. -/
def triangle : Matrix (Fin 4) (Fin 4) ℝ :=
  Matrix.of fun k => ![1, spins k 0 * spins k 1, spins k 1 * spins k 2, spins k 2 * spins k 0]
```

Written out, the rows are

(1, 1, 1, 1)
(1, −1, 1, −1)
(1, −1, −1, 1)
(1, 1, −1, −1).

Any two different columns agree in two places and differ in two, so they are orthogonal. Lean checks all sixteen entries of XᵀX and then applies `noise_of_orthogonal`. The result N = 1 equals p/m for p = m = 4.

```lean
/-- For the Ising triangle `Xᵀ * X` is four times the identity, and the noise amplification
is one. -/
theorem triangle_optimal :
    triangleᵀ * triangle = (4 : ℝ) • (1 : Matrix (Fin 4) (Fin 4) ℝ) ∧ noise triangle = 1 := by
  have h1 : triangleᵀ * triangle = (4 : ℝ) • (1 : Matrix (Fin 4) (Fin 4) ℝ) := by
    ext i j
    fin_cases i <;> fin_cases j <;>
      simp [triangle, spins, Matrix.mul_apply, Fin.sum_univ_four] <;>
      norm_num
  refine ⟨h1, ?_⟩
  have h2 := noise_of_orthogonal (X := triangle) (by
    rw [Fintype.card_fin, Nat.cast_ofNat]
    exact h1)
  rw [h2, Fintype.card_fin]
  norm_num

end

end MagneticConfigurationDesign
```

```lean
#print axioms MagneticConfigurationDesign.fit_energies
#print axioms MagneticConfigurationDesign.noise_bound
#print axioms MagneticConfigurationDesign.four_dvd_of_optimal
#print axioms MagneticConfigurationDesign.triangle_optimal
```

```
'MagneticConfigurationDesign.fit_energies' depends on axioms: [propext, Classical.choice, Quot.sound]
'MagneticConfigurationDesign.noise_bound' depends on axioms: [propext, Classical.choice, Quot.sound]
'MagneticConfigurationDesign.four_dvd_of_optimal' depends on axioms: [propext, Classical.choice, Quot.sound]
'MagneticConfigurationDesign.triangle_optimal' depends on axioms: [propext, Classical.choice, Quot.sound]
```

In electronic-structure work the bound gives a figure against which a planned set of spin configurations can be compared before any energy is computed, provided the energy model is linear in its parameters and the entries are scaled to lie between −1 and 1. For the triangle with uncorrelated errors of variance σ², each of the four fitted parameters has variance σ²/4.
